# Chebyshev vectors of a real symmetric matrix stay bounded for every start exactly when the spectrum lies in [−1, 1]

The vector $T_k(H)v$ can be defined by a recursion or by substituting the matrix $H$ into the Chebyshev polynomial $T_k$. The definition below takes the second route, and part (a) derives the recursion that a program would run. Here $H$ is a real symmetric matrix of finite size, $v$ is a real vector, and $k = 0, 1, 2, \dots$ is the degree. The polynomials are fixed by $T_0(x) = 1$, $T_1(x) = x$ and $T_{k+2}(x) = 2x\,T_{k+1}(x) - T_k(x)$.

In the code, `n` is the finite set that labels the basis states, not the degree.

In Lean 4 with Mathlib:

```lean
import Mathlib

open Matrix

namespace ChebyshevRescaling

noncomputable section

variable {n : Type*} [Fintype n] [DecidableEq n]
```

`chebState H v k` is $T_k(H)v$: `Polynomial.aeval H` substitutes $H$ for the variable, and `*ᵥ` applies the resulting matrix to $v$.

```lean
/-- The Chebyshev vector `T_k(H) v`. -/
def chebState (H : Matrix n n ℝ) (v : n → ℝ) (k : ℕ) : n → ℝ :=
  (Polynomial.aeval H (Polynomial.Chebyshev.T ℝ (k : ℤ))) *ᵥ v
```

Boundedness means that one constant $C$ bounds the norms for all $k$. The constant may depend on $H$ and $v$. The wrapper `WithLp.toLp 2` selects the Euclidean norm, since a bare function `n → ℝ` would carry the maximum norm in Mathlib.

```lean
/-- The Euclidean norms of the Chebyshev vectors `T_k(H) v` are bounded in `k`. -/
def StaysBounded (H : Matrix n n ℝ) (v : n → ℝ) : Prop :=
  ∃ C : ℝ, ∀ k : ℕ, ‖WithLp.toLp 2 (chebState H v k)‖ ≤ C
```

An eigenvalue is a real number $\mu$ for which some nonzero real $x$ satisfies $Hx = \mu x$. The eigenvector need not be normalised.

```lean
/-- The number `μ` is an eigenvalue of `H`, with a nonzero real eigenvector. -/
def IsEigenvalue (H : Matrix n n ℝ) (μ : ℝ) : Prop :=
  ∃ x : n → ℝ, x ≠ 0 ∧ H *ᵥ x = μ • x
```

The last definition is the usual affine map of the spectrum, $(H - b)/a$, with centre $b$ and half-width $a$.

```lean
/-- The shifted and scaled matrix `(H - b) / a`. -/
def rescale (H : Matrix n n ℝ) (a b : ℝ) : Matrix n n ℝ :=
  a⁻¹ • (H - b • (1 : Matrix n n ℝ))
```

## (a) The three-term recursion for vectors

Show that $T_{k+2}(H)v = 2H\,T_{k+1}(H)v - T_k(H)v$.

Substituting a matrix for $x$ respects sums and products of polynomials, so the scalar recursion becomes
$$T_{k+2}(H) = 2H\,T_{k+1}(H) - T_k(H).$$
Applying both sides to $v$ gives the claim. The starting vectors are $T_0(H)v = v$ and $T_1(H)v = Hv$.

This is the inner loop of a Chebyshev code: one matrix-vector product per step and two stored vectors, without ever forming the matrix $T_k(H)$. The proof takes the polynomial identity from Mathlib as `h` and carries it through the substitution.

```lean
/-- The Chebyshev vectors obey the three-term recursion
`T_(k+2)(H) v = 2 H T_(k+1)(H) v - T_k(H) v`. -/
theorem chebState_recursion (H : Matrix n n ℝ) (v : n → ℝ) (k : ℕ) :
    chebState H v (k + 2) =
      (2 : ℝ) • (H *ᵥ chebState H v (k + 1)) - chebState H v k := by
  have h : Polynomial.Chebyshev.T ℝ ((k + 2 : ℕ) : ℤ) =
      2 * Polynomial.X * Polynomial.Chebyshev.T ℝ ((k + 1 : ℕ) : ℤ)
        - Polynomial.Chebyshev.T ℝ (k : ℤ) := by
    push_cast
    exact Polynomial.Chebyshev.T_add_two ℝ (k : ℤ)
  simp only [chebState]
  rw [h, map_sub, map_mul, map_mul, Polynomial.aeval_X, map_ofNat, Matrix.sub_mulVec,
    ← Matrix.mulVec_mulVec, two_mul, Matrix.add_mulVec, two_smul]
```

## (b) Growth outside the window

Show that $|T_k(x)| \ge |x|^k$ whenever $|x| \ge 1$.

It is enough to show that each step multiplies the modulus by at least $|x|$:
$$|x|\,|T_k(x)| \le |T_{k+1}(x)|.$$
For $k = 0$ both sides equal $|x|$. Suppose the inequality holds for $k$. Since $|x| \ge 1$,
$$|T_k(x)| \le |x|\,|T_k(x)| \le |T_{k+1}(x)| \le |x|\,|T_{k+1}(x)|.$$
The recursion and the triangle inequality then give
$$|T_{k+2}(x)| \ge 2|x|\,|T_{k+1}(x)| - |T_k(x)| \ge |x|\,|T_{k+1}(x)|,$$
which is the inequality for $k+1$. Starting from $T_0 = 1$ and multiplying the steps together yields $|T_k(x)| \ge |x|^k$.

The bound is enough for divergence but underestimates its speed. For $|x| > 1$ the exact size is $|T_k(x)| = \cosh(k \operatorname{arcosh}|x|)$. At $x = 1.01$ and $k = 100$ this is about $7\times 10^5$, whereas $|x|^k$ is only about $2.7$. An eigenvalue one per cent outside the window can therefore ruin a run of ordinary length.

In the proof, `step` is the one-step inequality. Its three auxiliary facts `h1`, `h2` and `h3` are the triangle inequality and the two uses of $|x| \ge 1$, and `linarith` combines them with the induction hypothesis.

```lean
/-- Outside the open interval `(-1, 1)` the Chebyshev polynomials grow at least
like powers: `|x|^k ≤ |T_k(x)|`. -/
theorem pow_le_abs_chebyshev {x : ℝ} (hx : 1 ≤ |x|) (k : ℕ) :
    |x| ^ k ≤ |(Polynomial.Chebyshev.T ℝ (k : ℤ)).eval x| := by
  -- each step of the recursion multiplies the modulus by at least |x|
  have step : ∀ k : ℕ, |x| * |(Polynomial.Chebyshev.T ℝ (k : ℤ)).eval x| ≤
      |(Polynomial.Chebyshev.T ℝ ((k + 1 : ℕ) : ℤ)).eval x| := by
    intro k
    induction k with
    | zero => simp
    | succ k ih =>
      have hrec : (Polynomial.Chebyshev.T ℝ ((k + 1 + 1 : ℕ) : ℤ)).eval x =
          2 * x * (Polynomial.Chebyshev.T ℝ ((k + 1 : ℕ) : ℤ)).eval x
            - (Polynomial.Chebyshev.T ℝ (k : ℤ)).eval x := by
        have e : ((k + 1 + 1 : ℕ) : ℤ) = (k : ℤ) + 2 := by push_cast; ring
        rw [e, Polynomial.Chebyshev.T_add_two]
        simp
      rw [hrec]
      have h1 := abs_sub_abs_le_abs_sub
        (2 * x * (Polynomial.Chebyshev.T ℝ ((k + 1 : ℕ) : ℤ)).eval x)
        ((Polynomial.Chebyshev.T ℝ (k : ℤ)).eval x)
      rw [abs_mul, abs_mul, abs_two] at h1
      have h2 := le_mul_of_one_le_left
        (abs_nonneg ((Polynomial.Chebyshev.T ℝ (k : ℤ)).eval x)) hx
      have h3 := le_mul_of_one_le_left
        (abs_nonneg ((Polynomial.Chebyshev.T ℝ ((k + 1 : ℕ) : ℤ)).eval x)) hx
      linarith
  induction k with
  | zero => simp
  | succ k ih =>
    rw [pow_succ']
    exact (mul_le_mul_of_nonneg_left ih (abs_nonneg x)).trans (step k)
```

## (c) Boundedness inside the window

Show that $|T_k(x)| \le 1$ whenever $|x| \le 1$.

Write $x = \cos\theta$ with $\theta = \arccos x$. Then $T_k(\cos\theta) = \cos(k\theta)$, whose modulus is at most one. The endpoints $x = \pm 1$ are included. The code makes the same substitution with `Real.cos_arccos` and then uses the cosine formula `T_real_cos`.

```lean
/-- On the interval `[-1, 1]` every Chebyshev polynomial has modulus at most one. -/
theorem abs_chebyshev_le_one {x : ℝ} (hx : |x| ≤ 1) (k : ℕ) :
    |(Polynomial.Chebyshev.T ℝ (k : ℤ)).eval x| ≤ 1 := by
  rw [← Real.cos_arccos (abs_le.mp hx).1 (abs_le.mp hx).2, Polynomial.Chebyshev.T_real_cos]
  exact Real.abs_cos_le_one _
```

## (d) Overlap with an eigenvector

Let $Hx = \mu x$. Show that $x\cdot T_k(H)v = T_k(\mu)\,(x\cdot v)$.

Because $H$ is symmetric, $x$ is also a left eigenvector, $x^{\mathsf T}H = \mu x^{\mathsf T}$. Moving one factor of $H$ at a time onto $x$ gives
$$x\cdot H^j v = \mu^j\,(x\cdot v), \qquad j = 0, 1, 2, \dots$$
If $T_k(t) = \sum_j c_j t^j$ for a scalar variable $t$, then
$$x\cdot T_k(H)v = \sum_j c_j\,\mu^j\,(x\cdot v) = T_k(\mu)\,(x\cdot v).$$

Each eigencomponent thus evolves independently, multiplied by a scalar Chebyshev value. In the code `hl` is the left-eigenvector equation and `hp` the formula for powers. The final induction builds the polynomial from monomials and sums, in place of the explicit coefficients $c_j$.

```lean
/-- For a real symmetric matrix `H`, the overlap of `T_k(H) v` with an eigenvector of eigenvalue `μ`
is `T_k(μ)` times the overlap of `v` with it. -/
theorem overlap_chebState {H : Matrix n n ℝ} (hH : H.IsSymm) {μ : ℝ} {x : n → ℝ}
    (hx : H *ᵥ x = μ • x) (v : n → ℝ) (k : ℕ) :
    x ⬝ᵥ chebState H v k = (Polynomial.Chebyshev.T ℝ (k : ℤ)).eval μ * (x ⬝ᵥ v) := by
  -- by symmetry x is also a left eigenvector
  have hl : x ᵥ* H = μ • x := by
    rw [← hx, ← Matrix.mulVec_transpose, hH.eq]
  have hp : ∀ j : ℕ, x ⬝ᵥ (H ^ j *ᵥ v) = μ ^ j * (x ⬝ᵥ v) := by
    intro j
    induction j with
    | zero => simp
    | succ j ih =>
      rw [pow_succ' H, ← Matrix.mulVec_mulVec, Matrix.dotProduct_mulVec, hl,
        smul_dotProduct, ih, smul_eq_mul]
      ring
  unfold chebState
  induction Polynomial.Chebyshev.T ℝ (k : ℤ) using Polynomial.induction_on' with
  | add p q hp hq =>
    rw [map_add, Matrix.add_mulVec, dotProduct_add, hp, hq, Polynomial.eval_add, add_mul]
  | monomial j a =>
    rw [Polynomial.aeval_monomial, Polynomial.eval_monomial, ← Algebra.smul_def,
      Matrix.smul_mulVec, dotProduct_smul, hp, smul_eq_mul, mul_assoc]
```

## (e) The inner product in components

Show that the Euclidean inner product of two real vectors $a$ and $b$ is $\sum_i a_i b_i$.

This is the definition of the inner product, up to the order of the factors. The lemma connects Mathlib's `inner`, for which Cauchy-Schwarz and orthonormal bases are available, to the dot product `⬝ᵥ` used in part (d).

```lean
omit [DecidableEq n] in
/-- The Euclidean inner product written as a dot product of components. -/
theorem inner_eq_dot (a b : EuclideanSpace ℝ n) :
    inner ℝ a b = a.ofLp ⬝ᵥ b.ofLp := by
  simp [PiLp.inner_apply, dotProduct, mul_comm]
```

## (f) Which starting vectors stay bounded

Show that the sequence $T_k(H)v$ is bounded if and only if $v$ is orthogonal to every eigenvector whose eigenvalue has modulus above one.

Suppose first that $\|T_k(H)v\| \le C$ for all $k$, yet $Hx = \mu x$ with $|\mu| > 1$ and $x\cdot v \ne 0$. Then $x \neq 0$, and parts (b) and (d) with Cauchy-Schwarz give
$$|\mu|^k\,|x\cdot v| \le |T_k(\mu)|\,|x\cdot v| = |x\cdot T_k(H)v| \le \|x\|\,C.$$
For a normalised eigenvector the right side is just $C$. The left side grows without limit, which is a contradiction.

Conversely, let $v$ be orthogonal to all such eigenvectors. Take an orthonormal eigenbasis $u_i$ with eigenvalues $\lambda_i$. By part (d),
$$T_k(H)v = \sum_i T_k(\lambda_i)\,(u_i\cdot v)\,u_i.$$
A term with $|\lambda_i| > 1$ vanishes because $u_i\cdot v = 0$. In every other term $|T_k(\lambda_i)| \le 1$ by part (c). Hence
$$\|T_k(H)v\| \le \sum_i |u_i\cdot v|,$$
and the right side does not depend on $k$.

In floating-point arithmetic this orthogonality is fragile: rounding can introduce a small component along an outside eigenvector, and the recursion then amplifies it. Chebyshev-filtered eigensolvers turn the same growth to use, by mapping the unwanted part of the spectrum into $[-1,1]$ and leaving the wanted eigenvalues outside.

The first half of the proof picks a degree $k$ large enough to violate the Cauchy-Schwarz bound. The second takes the basis from `eigenvectorBasis`, expands with `sum_repr'`, and splits each term according to whether its eigenvalue has modulus above one.

```lean
/-- For a real symmetric matrix, the Chebyshev sequence started from `v` is bounded if and only if
`v` is orthogonal to every eigenvector whose eigenvalue has modulus larger than one. -/
theorem staysBounded_iff_overlap {H : Matrix n n ℝ} (hH : H.IsSymm) (v : n → ℝ) :
    StaysBounded H v ↔
      ∀ (μ : ℝ) (x : n → ℝ), H *ᵥ x = μ • x → 1 < |μ| → x ⬝ᵥ v = 0 := by
  constructor
  · rintro ⟨C, hC⟩ μ x hx hμ
    by_contra hne
    have hpos : 0 < |x ⬝ᵥ v| := abs_pos.mpr hne
    -- the overlap outgrows the bound given by Cauchy-Schwarz
    obtain ⟨k, hk⟩ := pow_unbounded_of_one_lt (‖WithLp.toLp 2 x‖ * C / |x ⬝ᵥ v|) hμ
    rw [div_lt_iff₀ hpos] at hk
    have h1 : |x ⬝ᵥ chebState H v k| ≤
        ‖WithLp.toLp 2 x‖ * ‖WithLp.toLp 2 (chebState H v k)‖ := by
      have h := abs_real_inner_le_norm (WithLp.toLp 2 x) (WithLp.toLp 2 (chebState H v k))
      rw [inner_eq_dot] at h
      exact h
    rw [overlap_chebState hH hx, abs_mul] at h1
    have h2 := mul_le_mul_of_nonneg_right (pow_le_abs_chebyshev hμ.le k) hpos.le
    have h3 := mul_le_mul_of_nonneg_left (hC k) (norm_nonneg (WithLp.toLp 2 x))
    linarith
  · intro h
    have hh : H.IsHermitian := by
      rw [Matrix.IsHermitian, Matrix.conjTranspose_eq_transpose_of_trivial]
      exact hH
    let b := hh.eigenvectorBasis
    refine ⟨∑ i, |(b i).ofLp ⬝ᵥ v|, fun k => ?_⟩
    -- expand in the orthonormal eigenbasis and bound each component
    have hs := b.sum_repr' (WithLp.toLp 2 (chebState H v k))
    rw [← hs]
    refine (norm_sum_le _ _).trans (Finset.sum_le_sum fun i _ => ?_)
    have hi : H *ᵥ (b i).ofLp = hh.eigenvalues i • (b i).ofLp :=
      hh.mulVec_eigenvectorBasis i
    have ho : inner ℝ (b i) (WithLp.toLp 2 (chebState H v k)) =
        (Polynomial.Chebyshev.T ℝ (k : ℤ)).eval (hh.eigenvalues i) * ((b i).ofLp ⬝ᵥ v) :=
      (inner_eq_dot _ _).trans (overlap_chebState hH hi v k)
    rw [norm_smul, b.orthonormal.1 i, mul_one, ho, Real.norm_eq_abs, abs_mul]
    by_cases hμ : 1 < |hh.eigenvalues i|
    · rw [h _ _ hi hμ]
      simp
    · exact mul_le_of_le_one_left (abs_nonneg _) (abs_chebyshev_le_one (not_lt.mp hμ) k)
```

## (g) The criterion for all starting vectors

Show that $T_k(H)v$ is bounded in $k$ for every $v$ if and only if every eigenvalue of $H$ lies in $[-1,1]$.

Suppose all sequences are bounded and some eigenvalue has $|\mu| > 1$, with eigenvector $x \ne 0$. Choose $v = x$. Part (f) demands $x\cdot x = 0$, so $x = 0$, a contradiction. Conversely, if all eigenvalues lie in $[-1,1]$, there are no nonzero eigenvectors for the condition in (f) to exclude, and every $v$ gives a bounded sequence.

Chebyshev expansions of spectral densities and time-evolution operators usually rescale the Hamiltonian so that this condition holds. The criterion proved here is for finite real symmetric matrices in exact arithmetic. Complex Hermitian matrices and operators on infinite-dimensional spaces are not treated.

The condition in `staysBounded_iff_overlap` also ranges over $x = 0$, which satisfies $Hx = \mu x$ for any $\mu$. The second half of the proof therefore handles that vector separately.

```lean
/-- For a real symmetric matrix the Chebyshev sequence is bounded for every starting vector
if and only if every eigenvalue lies in `[-1, 1]`. -/
theorem staysBounded_iff_spectrum {H : Matrix n n ℝ} (hH : H.IsSymm) :
    (∀ v, StaysBounded H v) ↔ ∀ μ, IsEigenvalue H μ → μ ∈ Set.Icc (-1 : ℝ) 1 := by
  constructor
  · rintro h μ ⟨x, hx0, hx⟩
    by_contra hμ
    have h1 : 1 < |μ| := not_le.mp fun hle => hμ (abs_le.mp hle)
    -- start the recursion from the offending eigenvector itself
    exact hx0 (dotProduct_self_eq_zero.mp
      ((staysBounded_iff_overlap hH x).mp (h x) μ x hx h1))
  · intro h v
    refine (staysBounded_iff_overlap hH v).mpr fun μ x hx hμ => ?_
    by_cases hx0 : x = 0
    · simp [hx0]
    · exact absurd (abs_le.mpr (h μ ⟨x, hx0, hx⟩)) (not_le.mpr hμ)
```

## (h) The rescaled matrix

Let $a > 0$ and let $b$ be real. Show that the Chebyshev sequence of $(H-b)/a$ is bounded for every starting vector if and only if every eigenvalue of $H$ lies in $[b-a,\,b+a]$.

The matrix $(H-b)/a$ is symmetric, so part (g) applies to it. If $Hx = \mu x$, then
$$\frac{H-b}{a}\,x = \frac{\mu-b}{a}\,x.$$
Conversely, if $(H-b)x/a = \nu x$, then $Hx = (a\nu+b)x$. The two matrices therefore share their eigenvectors, and their eigenvalues correspond through $\nu = (\mu-b)/a$. Since $a > 0$,
$$-1 \le \frac{\mu-b}{a} \le 1 \quad\Longleftrightarrow\quad b-a \le \mu \le b+a.$$

In a calculation one estimates bounds $E_{\min} < E_{\max}$ on the spectrum and sets
$$b = \frac{E_{\max}+E_{\min}}{2}, \qquad a = \frac{E_{\max}-E_{\min}}{2}\,(1+\delta),$$
with a small margin $\delta > 0$. The margin matters when the estimates are the extreme Ritz values of a few Lanczos steps, because in exact arithmetic these lie within the true spectral range. Gershgorin discs give bounds that are safe but often wider than needed. A norm that rises above $\|v\|$ and keeps growing with $k$ is a practical sign that part of the spectrum lies outside the window.

In the proof, `hS` is the symmetry of the rescaled matrix and `key` its action on a vector. The two halves carry an eigenvector through the affine map in opposite directions.

```lean
/-- For a real symmetric matrix `H` and `a > 0`, the Chebyshev sequence of `(H - b) / a` is bounded
for every starting vector if and only if every eigenvalue of `H` lies in `[b - a, b + a]`. -/
theorem staysBounded_rescale_iff {H : Matrix n n ℝ} (hH : H.IsSymm) {a : ℝ} (ha : 0 < a)
    (b : ℝ) :
    (∀ v, StaysBounded (rescale H a b) v) ↔
      ∀ μ, IsEigenvalue H μ → μ ∈ Set.Icc (b - a) (b + a) := by
  have hS : (rescale H a b).IsSymm := by
    change (rescale H a b)ᵀ = rescale H a b
    simp [rescale, hH.eq]
  have key : ∀ x, rescale H a b *ᵥ x = a⁻¹ • (H *ᵥ x - b • x) := by
    intro x
    rw [rescale, Matrix.smul_mulVec, Matrix.sub_mulVec, Matrix.smul_mulVec,
      Matrix.one_mulVec]
  rw [staysBounded_iff_spectrum hS]
  constructor
  · rintro h μ ⟨x, hx0, hx⟩
    -- the eigenvalue μ of H becomes (μ - b) / a
    have h1 := h ((μ - b) / a) ⟨x, hx0, by
      rw [key, hx, ← sub_smul, smul_smul, div_eq_inv_mul]⟩
    have h2 := (le_div_iff₀ ha).mp h1.1
    have h3 := (div_le_iff₀ ha).mp h1.2
    constructor <;> linarith
  · rintro h ν ⟨x, hx0, hx⟩
    -- the eigenvalue ν comes from the eigenvalue a ν + b of H
    rw [key] at hx
    have h2 := congrArg (fun y => a • y) hx
    simp only [smul_smul, mul_inv_cancel₀ ha.ne', one_smul] at h2
    have h1 := h (a * ν + b) ⟨x, hx0, by rw [add_smul, ← h2, sub_add_cancel]⟩
    have h3 := h1.1
    have h4 := h1.2
    constructor <;> nlinarith

end

end ChebyshevRescaling
```

```lean
#print axioms ChebyshevRescaling.chebState_recursion
-- 'ChebyshevRescaling.chebState_recursion' depends on axioms: [propext, Classical.choice, Quot.sound]
#print axioms ChebyshevRescaling.staysBounded_iff_spectrum
-- 'ChebyshevRescaling.staysBounded_iff_spectrum' depends on axioms: [propext, Classical.choice, Quot.sound]
#print axioms ChebyshevRescaling.staysBounded_rescale_iff
-- 'ChebyshevRescaling.staysBounded_rescale_iff' depends on axioms: [propext, Classical.choice, Quot.sound]
```
